# With positive pair energies and a coupling $VV^{\mathsf T}$, symmetric ring CCD amplitudes are a negative factor product over energy denominators

Read term by term, the ring CCD equation hides the sign of its amplitude matrix. For a coupling matrix $K=VV^{\mathsf T}$ and symmetric amplitudes $T$, the terms $K$ and $TKT$ are positive semidefinite, but the cross terms $KT+TK$ can have either sign. Nothing in that form says whether the correlation energy is negative. With $T$ symmetric and $D$ the diagonal matrix of positive pair energies $D_i$, the four coupling terms are one product $SS^{\mathsf T}$ with $S=V+TV$, and the equation

$$K+(D+K)T+T(D+K)+TKT=0$$

is equivalent to

$$T_{ij}=-\frac{(SS^{\mathsf T})_{ij}}{D_i+D_j}.$$

This bears on direct random-phase correlation energies computed with density-fitted or Cholesky-decomposed integrals, for real orbitals in a finite basis.

## Pair energies, factors and amplitudes as real matrices

The finite type `n` labels particle-hole pairs and `m` labels auxiliary functions. `D : n → ℝ` holds the bare pair energies, entering as `diagonal D`; `V` is a rectangular real matrix, and `T` is square.

```lean
import Mathlib

open Matrix

namespace FactorisedRingCCD

noncomputable section

variable {n m : Type*} [Fintype n] [DecidableEq n] [Fintype m]
```

The residual fixes the convention: the same $K$ couples excitations to excitations and excitations to de-excitations, with any spin factors absorbed into it.

```lean
/-- The residual of the ring CCD equation for pair energies `D`, coupling `K` and
amplitudes `T`. -/
def ringResidual (D : n → ℝ) (K T : Matrix n n ℝ) : Matrix n n ℝ :=
  K + (diagonal D + K) * T + T * (diagonal D + K) + T * K * T
```

`dressed V T` is $S$. `amplitude D S` builds a matrix from any factor $S$ by the formula above, without reference to the ring equation.

```lean
/-- The factor `V` of the coupling dressed by the amplitudes: `S = V + T V`. -/
def dressed (V : Matrix n m ℝ) (T : Matrix n n ℝ) : Matrix n m ℝ :=
  V + T * V

/-- The amplitudes built from a factor `S` and the energy denominators `D i + D j`. -/
def amplitude (D : n → ℝ) (S : Matrix n m ℝ) : Matrix n n ℝ :=
  Matrix.of fun i j => -(S * Sᵀ) i j / (D i + D j)
```

## The coupling is a product $VV^{\mathsf T}$

Physically, this is a direct Coulomb coupling resolved in auxiliary functions, $K_{ij}=\sum_p V_{ip}V_{jp}$. It makes $K$ positive semidefinite. The theorems build it in by passing `V * Vᵀ` to `ringResidual`.

By hand, it is what allows $K$, $TK$, $KT$ and $TKT$ to be collected, for symmetric $T$, as one factor times its own transpose. Without it the amplitudes can have the opposite sign. For one pair with $D=9$ and $K=-4$, the equation reads $9T=2(1+T)^2$, with the solutions $T=1/2$ and $T=2$. Both amplitudes are positive, although the ring energy $\operatorname{tr}(KT)/2$ is still negative, $-1$ and $-4$. Exchange contributions can give a coupling negative eigenvalues.

A different model would take a positive semidefinite $K$ as the input. Every such real matrix has a factor $V$, so the sign results would cover the same couplings, but $S$ would depend on a choice of factor and the auxiliary index would disappear from the statement.

## The amplitudes are symmetric

The condition `Tᵀ = T` says that exchanging the two particle-hole pairs leaves the double-excitation amplitude unchanged. By hand it enters through $S^{\mathsf T}=V^{\mathsf T}+V^{\mathsf T}T$, which gives

$$SS^{\mathsf T}=K+TK+KT+TKT.$$

Adding the remaining terms $DT+TD$ gives the whole residual:

$$K+(D+K)T+T(D+K)+TKT=DT+TD+SS^{\mathsf T}.$$

In the proof, `h` is the expansion of $SS^{\mathsf T}$, with `hT` replacing $T^{\mathsf T}$ by $T$. The product $VV^{\mathsf T}$ is then treated as a single matrix, and `noncomm_ring` compares the two sides without commuting any factors.

```lean
/-- For symmetric amplitudes and a factorised coupling, all terms of the residual that
contain the coupling combine into the single product `S Sᵀ`. -/
theorem ringResidual_eq (D : n → ℝ) (V : Matrix n m ℝ) {T : Matrix n n ℝ} (hT : Tᵀ = T) :
    ringResidual D (V * Vᵀ) T =
      diagonal D * T + T * diagonal D + dressed V T * (dressed V T)ᵀ := by
  have h : dressed V T * (dressed V T)ᵀ =
      V * Vᵀ + T * (V * Vᵀ) + V * Vᵀ * T + T * (V * Vᵀ) * T := by
    simp only [dressed, transpose_add, transpose_mul, hT, Matrix.mul_add, Matrix.add_mul,
      Matrix.mul_assoc]
    abel
  rw [h, ringResidual]
  generalize V * Vᵀ = K
  noncomm_ring
```

Without symmetry, the ring equation has solutions that the formula misses. Take $D=(1,2)$, $V=(7/6,-1/6)^{\mathsf T}$ and

$$T=\begin{pmatrix}-3&4\\-2&3\end{pmatrix}.$$

Substitution gives a zero residual, yet the right-hand side of the amplitude formula is always symmetric and so cannot equal this $T$.

## The pair energies are positive

The condition `∀ i, 0 < D i` says that every bare excitation costs energy, as it does for a reference with a gap between occupied and virtual orbitals. By hand, it permits the last division. The $(i,j)$ entry of the collected equation is

$$(D_i+D_j)T_{ij}+(SS^{\mathsf T})_{ij}=0,$$

and dividing by $D_i+D_j>0$ gives the formula. Multiplying back gives the converse.

The theorem `ringCCD_iff_factorised` states this equivalence for each symmetric `T`. Its proof passes to entries with `Matrix.ext_iff`, clears the denominator using `hij`, and closes both directions with `linear_combination`.

```lean
/-- For positive pair energies, symmetric amplitudes solve the ring CCD equation with coupling `V
Vᵀ` if and only if they equal `-(S Sᵀ)` divided by the energy denominators, where `S = V + T V`. -/
theorem ringCCD_iff_factorised {D : n → ℝ} (hD : ∀ i, 0 < D i) (V : Matrix n m ℝ)
    {T : Matrix n n ℝ} (hT : Tᵀ = T) :
    ringResidual D (V * Vᵀ) T = 0 ↔
      ∀ i j, T i j = -(dressed V T * (dressed V T)ᵀ) i j / (D i + D j) := by
  rw [ringResidual_eq D V hT, ← Matrix.ext_iff]
  refine forall_congr' fun i => forall_congr' fun j => ?_
  -- the energy denominator is positive, so it can be cleared
  have hij : D i + D j ≠ 0 := (add_pos (hD i) (hD j)).ne'
  rw [eq_div_iff hij]
  simp only [Matrix.add_apply, diagonal_mul, mul_diagonal, Matrix.zero_apply]
  constructor <;> intro h <;> linear_combination h
```

The formula is implicit, since $S$ contains $T$. Eliminating $T$ leaves a closed equation for the factor:

$$S_{ip}=V_{ip}-\sum_j\frac{(SS^{\mathsf T})_{ij}}{D_i+D_j}V_{jp}.$$

If $S$ satisfies it, define $T$ by the amplitude formula. This $T$ is symmetric because both $SS^{\mathsf T}$ and the denominators are, and $V+TV=S$, so the equivalence shows that $T$ solves the ring equation. Conversely, a symmetric solution $T$ equals the amplitudes built from its own $S$, and substituting them into $S=V+TV$ gives the closed equation. The two branches of the next proof follow these two arguments.

```lean
/-- For positive pair energies, a factor `S` obeys the closed equation `S = V + T(S) V`, with `T(S)`
the amplitudes built from `S`, if and only if it is the dressed factor of a symmetric ring CCD
solution. -/
theorem dressed_fixedPoint_iff {D : n → ℝ} (hD : ∀ i, 0 < D i) (V S : Matrix n m ℝ) :
    S = dressed V (amplitude D S) ↔
      ∃ T : Matrix n n ℝ, Tᵀ = T ∧ ringResidual D (V * Vᵀ) T = 0 ∧ S = dressed V T := by
  constructor
  · intro hS
    have hsymm : (amplitude D S)ᵀ = amplitude D S := by
      ext i j
      have h : (S * Sᵀ) j i = (S * Sᵀ) i j := by
        simp only [Matrix.mul_apply, Matrix.transpose_apply]
        exact Finset.sum_congr rfl fun _ _ => mul_comm _ _
      simp only [Matrix.transpose_apply, amplitude, Matrix.of_apply]
      rw [h, add_comm (D j) (D i)]
    refine ⟨amplitude D S, hsymm, (ringCCD_iff_factorised hD V hsymm).2 fun i j => ?_, hS⟩
    rw [← hS]
    rfl
  · rintro ⟨T, hT, hsol, rfl⟩
    have h : amplitude D (dressed V T) = T := by
      ext i j
      exact ((ringCCD_iff_factorised hD V hT).1 hsol i j).symm
    rw [h]
```

For the equivalence alone, nonzero sums $D_i+D_j$ would suffice. If a sum vanishes, the $(i,j)$ entry of the ring equation becomes $(SS^{\mathsf T})_{ij}=0$, and $T_{ij}$ can no longer be isolated by division. For the sign results, nonzero sums are not enough: one pair with $D=-2$ and $V=1$ has the solution $T=1$ and energy $+1/2$.

## The amplitudes solve the ring equation

The hypothesis `hsol` supplies a converged solution. Existence and uniqueness are not addressed, nor is convergence of an iteration. For one pair with $D>0$ and $V\neq0$, there are two negative solutions whose product is 1, so the equation alone does not select the physical one.

Let $Tx=tx$. Symmetry also gives $x^{\mathsf T}T=tx^{\mathsf T}$, and

$$S^{\mathsf T}x=V^{\mathsf T}(x+Tx)=(1+t)V^{\mathsf T}x.$$

Taking the expectation value of $DT+TD+SS^{\mathsf T}=0$ in $x$ yields

$$2t\,x^{\mathsf T}Dx=-(1+t)^2\lVert V^{\mathsf T}x\rVert^2.$$

For a normalised $x$, $x^{\mathsf T}Dx$ is the mean bare pair energy; Lean leaves $x$ unnormalised. In the proof, `h1`, `h2` and `h3` evaluate the three expectation values, and `h0` records that their sum vanishes.

```lean
/-- On an eigenvector `x` of a symmetric solution with eigenvalue `t`, the ring CCD equation
becomes a scalar relation between `x·Dx` and the squared length of `Vᵀx`. -/
theorem eigenvalue_relation {D : n → ℝ} {V : Matrix n m ℝ} {T : Matrix n n ℝ} (hT : Tᵀ = T)
    (hsol : ringResidual D (V * Vᵀ) T = 0) {x : n → ℝ} {t : ℝ} (hx : T *ᵥ x = t • x) :
    2 * t * (x ⬝ᵥ diagonal D *ᵥ x) = -((1 + t) ^ 2 * ((Vᵀ *ᵥ x) ⬝ᵥ (Vᵀ *ᵥ x))) := by
  have hl : x ᵥ* T = t • x := by rw [← mulVec_transpose, hT, hx]
  have hS : (dressed V T)ᵀ *ᵥ x = (1 + t) • (Vᵀ *ᵥ x) := by
    rw [dressed, transpose_add, transpose_mul, hT, add_mulVec, ← mulVec_mulVec, hx,
      mulVec_smul, add_smul, one_smul]
  have h1 : x ⬝ᵥ (diagonal D * T) *ᵥ x = t * (x ⬝ᵥ diagonal D *ᵥ x) := by
    rw [← mulVec_mulVec, hx, mulVec_smul, dotProduct_smul, smul_eq_mul]
  have h2 : x ⬝ᵥ (T * diagonal D) *ᵥ x = t * (x ⬝ᵥ diagonal D *ᵥ x) := by
    rw [← mulVec_mulVec, Matrix.dotProduct_mulVec x T, hl, smul_dotProduct, smul_eq_mul]
  have h3 : x ⬝ᵥ (dressed V T * (dressed V T)ᵀ) *ᵥ x =
      (1 + t) ^ 2 * ((Vᵀ *ᵥ x) ⬝ᵥ (Vᵀ *ᵥ x)) := by
    rw [← mulVec_mulVec, Matrix.dotProduct_mulVec x (dressed V T), ← mulVec_transpose, hS,
      smul_dotProduct, dotProduct_smul, smul_eq_mul, smul_eq_mul]
    ring
  -- take the expectation value of the vanishing residual in `x`
  have h0 : x ⬝ᵥ (ringResidual D (V * Vᵀ) T) *ᵥ x = 0 := by
    rw [hsol, zero_mulVec, dotProduct_zero]
  rw [ringResidual_eq D V hT, add_mulVec, add_mulVec, dotProduct_add, dotProduct_add,
    h1, h2, h3] at h0
  linear_combination h0
```

For $x\neq0$, positive pair energies give $x^{\mathsf T}Dx>0$. The right-hand side is at most zero, so $t\le0$. A real symmetric matrix has an orthonormal eigenbasis, hence $x^{\mathsf T}Tx\le0$ for every $x$. Lean applies this to $-T$, showing that its eigenvalues are nonnegative: a negative one would contradict `hrel`. Diagonal amplitudes are therefore never positive, but off-diagonal ones can have either sign.

```lean
/-- Every symmetric solution of the ring CCD equation with positive pair energies and
coupling `V Vᵀ` is negative semidefinite. -/
theorem solution_nonpos {D : n → ℝ} (hD : ∀ i, 0 < D i) {V : Matrix n m ℝ}
    {T : Matrix n n ℝ} (hT : Tᵀ = T) (hsol : ringResidual D (V * Vᵀ) T = 0) (x : n → ℝ) :
    x ⬝ᵥ T *ᵥ x ≤ 0 := by
  have hH : (-T).IsHermitian := by
    rw [Matrix.IsHermitian, conjTranspose_eq_transpose_of_trivial, transpose_neg, hT]
  -- it suffices that all eigenvalues of `-T` are nonnegative
  have hp : (-T).PosSemidef := by
    refine hH.posSemidef_iff_eigenvalues_nonneg.2 fun k => ?_
    change 0 ≤ hH.eigenvalues k
    obtain ⟨v, hv0, hv⟩ : ∃ v : n → ℝ, v ≠ 0 ∧ (-T) *ᵥ v = hH.eigenvalues k • v := by
      refine ⟨(hH.eigenvectorBasis k).ofLp, fun h => ?_, hH.mulVec_eigenvectorBasis k⟩
      apply hH.eigenvectorBasis.orthonormal.ne_zero k
      ext i
      exact congrFun h i
    have hTv : T *ᵥ v = (-hH.eigenvalues k) • v := by
      rw [neg_smul, ← hv, neg_mulVec, neg_neg]
    have hrel := eigenvalue_relation hT hsol hTv
    have hq : 0 < v ⬝ᵥ diagonal D *ᵥ v := by
      obtain ⟨i, hi⟩ := Function.ne_iff.mp hv0
      simp only [dotProduct, mulVec_diagonal]
      refine Finset.sum_pos' (fun j _ => ?_) ⟨i, Finset.mem_univ i, ?_⟩
      · have := mul_nonneg (hD j).le (mul_self_nonneg (v j))
        linarith
      · have := mul_pos (hD i) (mul_self_pos.2 hi)
        linarith
    have hw : 0 ≤ (Vᵀ *ᵥ v) ⬝ᵥ (Vᵀ *ᵥ v) :=
      Finset.sum_nonneg fun _ _ => mul_self_nonneg _
    by_contra hneg
    have ha := mul_pos (neg_pos.2 (not_le.1 hneg)) hq
    have hb := mul_nonneg (sq_nonneg (1 + -hH.eigenvalues k)) hw
    linarith
  have h := hp.dotProduct_mulVec_nonneg x
  rw [star_trivial, neg_mulVec, dotProduct_neg] at h
  linarith
```

The energy $\operatorname{tr}(KT)/2$ needs no amplitude matrix once $S$ is known. By cyclicity of the trace and $TV=S-V$,

$$\frac12\operatorname{tr}(VV^{\mathsf T}T)=\frac12\sum_{i,p}V_{ip}(S_{ip}-V_{ip}).$$

This identity holds for any square $T$, symmetric or not, solution or not.

```lean
omit [DecidableEq n] in
/-- The ring energy `tr(K T)/2` with `K = V Vᵀ` is a sum over the entries of the bare and
the dressed factor. -/
theorem energy_eq_factor_sum (V : Matrix n m ℝ) (T : Matrix n n ℝ) :
    trace (V * Vᵀ * T) / 2 = (∑ i, ∑ p, V i p * (dressed V T i p - V i p)) / 2 := by
  have hd : ∀ i p, dressed V T i p - V i p = (T * V) i p := fun i p => by
    rw [dressed, Matrix.add_apply, add_sub_cancel_left]
  simp only [hd]
  rw [Matrix.mul_assoc, trace_mul_comm, Matrix.mul_assoc, Finset.sum_comm]
  rfl
```

For its sign, write $v_p$ for column $p$ of $V$. Then $\operatorname{tr}(VV^{\mathsf T}T)=\sum_p v_p^{\mathsf T}Tv_p$, and each term is at most zero for a symmetric solution. The proof establishes this sum as `h` and applies `solution_nonpos` to every column.

```lean
/-- For positive pair energies and coupling `K = V Vᵀ`, the ring energy `tr(K T)/2` of every
symmetric solution is nonpositive. -/
theorem energy_nonpos {D : n → ℝ} (hD : ∀ i, 0 < D i) {V : Matrix n m ℝ}
    {T : Matrix n n ℝ} (hT : Tᵀ = T) (hsol : ringResidual D (V * Vᵀ) T = 0) :
    trace (V * Vᵀ * T) / 2 ≤ 0 := by
  -- the trace is a sum of expectation values of `T` in the columns of `V`
  have h : trace (V * Vᵀ * T) = ∑ p, (fun i => V i p) ⬝ᵥ T *ᵥ (fun i => V i p) := by
    rw [Matrix.mul_assoc, trace_mul_comm, Matrix.mul_assoc]
    rfl
  have hs : ∑ p, (fun i => V i p) ⬝ᵥ T *ᵥ (fun i => V i p) ≤ 0 :=
    Finset.sum_nonpos fun p _ => solution_nonpos hD hT hsol _
  linarith
```

Without `hsol` the sign is arbitrary: $T=1$ for a single coupled pair gives a positive energy, whatever its $D$.

## Two pairs and one auxiliary function

Take $D=(1,2)$, $V=(78/19,60/19)^{\mathsf T}$ and

$$T=\begin{pmatrix}-1/2&-1/3\\-1/3&-1/4\end{pmatrix}.$$

The dressed factor is

$$S_1=\frac{78-39-20}{19}=1,\qquad S_2=\frac{60-26-15}{19}=1.$$

Every entry of $SS^{\mathsf T}$ is therefore 1, and the denominators 2, 3 and 4 reproduce $T$. The energy is

$$\frac12\left[\frac{78}{19}\left(1-\frac{78}{19}\right)+\frac{60}{19}\left(1-\frac{60}{19}\right)\right]=-\frac{3531}{361}\approx-9.78,$$

in the units of $D$. The final theorem checks positivity, symmetry and the zero residual for these matrices by expanding every entry; the indices 1 and 2 here are 0 and 1 in `Fin 2`.

```lean
/-- Two pairs with energies 1 and 2, coupled through one auxiliary function, have an explicit
symmetric ring CCD solution with nonzero amplitudes. -/
theorem ringCCD_witness :
    (∀ i, 0 < (![1, 2] : Fin 2 → ℝ) i) ∧
    (!![-1/2, -1/3; -1/3, -1/4] : Matrix (Fin 2) (Fin 2) ℝ)ᵀ =
      !![-1/2, -1/3; -1/3, -1/4] ∧
    ringResidual (n := Fin 2) ![1, 2]
      ((!![78/19; 60/19] : Matrix (Fin 2) (Fin 1) ℝ) *
        (!![78/19; 60/19] : Matrix (Fin 2) (Fin 1) ℝ)ᵀ)
      !![-1/2, -1/3; -1/3, -1/4] = 0 := by
  refine ⟨fun i => ?_, ?_, ?_⟩
  · fin_cases i <;> simp
  · ext i j
    fin_cases i <;> fin_cases j <;> simp
  · ext i j
    -- expand all products into entries before inserting the numbers
    simp only [ringResidual, Matrix.add_apply, Matrix.mul_apply, Matrix.transpose_apply,
      Matrix.diagonal_apply, Matrix.zero_apply, Fin.sum_univ_two, Finset.univ_unique,
      Finset.sum_singleton]
    fin_cases i <;> fin_cases j <;> norm_num

end

end FactorisedRingCCD
```

```lean
#print axioms FactorisedRingCCD.ringCCD_iff_factorised
-- 'FactorisedRingCCD.ringCCD_iff_factorised' depends on axioms: [propext, Classical.choice, Quot.sound]
#print axioms FactorisedRingCCD.dressed_fixedPoint_iff
-- 'FactorisedRingCCD.dressed_fixedPoint_iff' depends on axioms: [propext, Classical.choice, Quot.sound]
#print axioms FactorisedRingCCD.energy_eq_factor_sum
-- 'FactorisedRingCCD.energy_eq_factor_sum' depends on axioms: [propext, Classical.choice, Quot.sound]
#print axioms FactorisedRingCCD.energy_nonpos
-- 'FactorisedRingCCD.energy_nonpos' depends on axioms: [propext, Classical.choice, Quot.sound]
```
